# With nonzero coupling, the dressed equation for one single and one double excitation has exactly two real roots

A molecule has a singly excited state close in energy to a doubly excited one, and the electron interaction mixes them. The spectrum then has two states of mixed character. Linear-response time-dependent density functional theory with a frequency-independent kernel, restricted to this one single excitation, returns only one energy. A kernel with a pole in the frequency can restore the missing state, at the price of an equation in which the unknown energy appears on both sides. For a code that searches for its roots numerically, it is useful to know how many there are and where they lie.

## Two roots outside the bare energies

Let $a$ and $b$ be the bare energies of the single and the double excitation, that is, their energies before they mix, and let $h$ be the real coupling between them, all in the same unit. The dressed equation for the excitation energy $w$ is

$$w = a + \frac{h^2}{w-b}, \qquad w \neq b .$$

For $h \neq 0$ it has exactly two real solutions,

$$L = \frac{a+b}{2} - g, \qquad U = \frac{a+b}{2} + g, \qquad g = \sqrt{\left(\frac{a-b}{2}\right)^2 + h^2},$$

with $L < \min(a,b)$ and $U > \max(a,b)$. They are the eigenvalues of

$$H = \begin{pmatrix} a & h \\ h & b \end{pmatrix}.$$

The condition $h \neq 0$ says that the Hamiltonian has a nonzero matrix element between the two configurations. It fails, for instance, when they have different spatial symmetry.

## Root finding in a dressed-kernel calculation

In a calculation with one single and one double excitation and constant $a$, $b$ and $h$, the dressed equation can be replaced by a $2\times2$ diagonalisation, which delivers both states at once. If the code keeps the frequency-dependent form, the bounds tell it to search once below both bare energies and once above both.

Plain iteration, $w_{n+1} = a + h^2/(w_n-b)$, is risky. The slope of the right-hand side at a root is $-h^2/(w-b)^2$, and the two slopes multiply to one. For $a \neq b$, one root therefore attracts nearby iterates and the other repels them. The attracting root is the one with $|w-b| > |h|$, the state with mainly single character, so the state with mainly double character is missed. This convergence argument is ordinary calculus and is not in the Lean file.

**A numerical instance.** Take $a = 6.0$, $b = 6.6$ and $h = 0.4$ eV. Then $g = \sqrt{0.09+0.16} = 0.5$ eV, so $L = 5.8$ eV and $U = 6.8$ eV. Substitution confirms both:

$$6.0 + \frac{0.16}{5.8-6.6} = 5.8, \qquad 6.0 + \frac{0.16}{6.8-6.6} = 6.8 .$$

The slopes are $-0.25$ at $L$ and $-4$ at $U$, so the iteration can settle at $5.8$ eV but is driven away from $6.8$ eV.

## From the pole to the matrix

**Removing the fraction.** If $w \neq b$ solves the dressed equation, multiplying $w-a = h^2/(w-b)$ by $w-b$ gives the secular equation

$$(w-a)(w-b) = h^2 .$$

Conversely, a solution of the secular equation cannot be $w=b$, since that would give $h^2=0$. Division by $w-b$ is then allowed and returns the dressed equation.

**Finding the roots.** With $m = (a+b)/2$,

$$(w-a)(w-b) = (w-m)^2 - \left(\frac{a-b}{2}\right)^2 .$$

The secular equation is therefore $(w-m)^2 = g^2$, or $(w-L)(w-U)=0$.

**Matching the eigenvalues.** If $w$ solves the secular equation, then

$$H\begin{pmatrix} w-b \\ h \end{pmatrix} = \begin{pmatrix} a(w-b)+h^2 \\ h(w-b)+bh \end{pmatrix} = w\begin{pmatrix} w-b \\ h \end{pmatrix},$$

where the first component uses $h^2=(w-a)(w-b)$. The vector is nonzero because $h\neq0$. Conversely, let $v=(v_0,v_1)$ be an eigenvector with eigenvalue $w$. Its two equations are $(w-a)v_0 = hv_1$ and $(w-b)v_1 = hv_0$. Multiplying the first by $w-b$ and using the second gives $[(w-a)(w-b)-h^2]v_0=0$. Exchanging the roles of the equations gives the same with $v_1$. Since $v$ is nonzero, the bracket vanishes.

**Placing the roots.** Since $h^2>0$, $g > |a-b|/2$. Hence $L < m-|a-b|/2 = \min(a,b)$ and $U > m+|a-b|/2 = \max(a,b)$.

**Sharing the single excitation.** The normalised eigenvector at energy $w$ has the squared single component

$$Z(w) = \frac{(w-b)^2}{(w-b)^2+h^2}.$$

From $(L-b)(U-b) = ((a-b)/2)^2-g^2 = -h^2$, the denominator at $L$ is $(L-b)(L-U)$ and the one at $U$ is $(U-b)(U-L)$. Thus

$$Z(L) = \frac{b-L}{U-L}, \qquad Z(U) = \frac{U-b}{U-L}.$$

They sum to one, and

$$Z(L)L+Z(U)U = \frac{U^2-L^2-b(U-L)}{U-L} = L+U-b = a .$$

In the numerical instance the weights are $0.8$ and $0.2$, and $0.8\cdot5.8+0.2\cdot6.8=6.0$ eV.

**Bounding the splitting.** For every real $h$, $U-L = 2g \geq 2|h|$. Equality means $((a-b)/2)^2=0$, that is, $a=b$.

**Switching off the coupling.** At $h=0$ the dressed equation reads $w=a$ with $w\neq b$. It has the single solution $a$ if $a\neq b$, and none if $a=b$. The matrix still has the eigenvalue $b$, so the correspondence with the eigenvalues is lost.

## The Lean file

```lean
import Mathlib

open Matrix

namespace DressedDoubleExcitation

noncomputable section

/-- The dressed equation for a single excitation of energy `a` coupled by `h` to a double
excitation of energy `b`, at a frequency `w` away from the pole `b`. -/
def IsDressedSolution (a b h w : ℝ) : Prop :=
  w ≠ b ∧ w = a + h ^ 2 / (w - b)

/-- The Hamiltonian in the basis of the single and the double excitation. -/
def hamiltonian (a b h : ℝ) : Matrix (Fin 2) (Fin 2) ℝ :=
  !![a, h; h, b]

/-- The number `w` is an eigenvalue of `M`: some nonzero vector is scaled by `w`. -/
def IsEigenvalue (M : Matrix (Fin 2) (Fin 2) ℝ) (w : ℝ) : Prop :=
  ∃ v : Fin 2 → ℝ, v ≠ 0 ∧ M *ᵥ v = w • v

/-- Half the splitting between the two coupled excitation energies. -/
def halfGap (a b h : ℝ) : ℝ := √(((a - b) / 2) ^ 2 + h ^ 2)

/-- The lower coupled excitation energy. -/
def lowerEnergy (a b h : ℝ) : ℝ := (a + b) / 2 - halfGap a b h

/-- The upper coupled excitation energy. -/
def upperEnergy (a b h : ℝ) : ℝ := (a + b) / 2 + halfGap a b h

/-- The squared component along the single excitation of the normalised vector
proportional to `(w - b, h)`. -/
def singleWeight (b h w : ℝ) : ℝ := (w - b) ^ 2 / ((w - b) ^ 2 + h ^ 2)

/-- The square of the half-splitting is the squared half-detuning plus the squared coupling. -/
theorem halfGap_sq (a b h : ℝ) :
    halfGap a b h ^ 2 = ((a - b) / 2) ^ 2 + h ^ 2 := by
  unfold halfGap
  exact Real.sq_sqrt (by positivity)

/-- For nonzero coupling the dressed equation is equivalent to the secular equation. -/
theorem dressed_iff_secular {a b h : ℝ} (hh : h ≠ 0) (w : ℝ) :
    IsDressedSolution a b h w ↔ (w - a) * (w - b) = h ^ 2 := by
  constructor
  · rintro ⟨hb, hw⟩
    have hd : w - b ≠ 0 := sub_ne_zero.mpr hb
    have h1 : w - a = h ^ 2 / (w - b) := by linarith
    exact (eq_div_iff hd).mp h1
  · intro hs
    -- the coupling keeps the solutions away from the pole
    have hb : w ≠ b := by
      intro hb
      have h0 : h ^ 2 = 0 := by
        rw [← hs, hb]
        ring
      exact pow_ne_zero 2 hh h0
    have h1 := (eq_div_iff (sub_ne_zero.mpr hb)).mpr hs
    exact ⟨hb, by linarith⟩

/-- The secular equation is solved by the lower and the upper energy and by no other number. -/
theorem secular_iff_energy (a b h w : ℝ) :
    (w - a) * (w - b) = h ^ 2 ↔ w = lowerEnergy a b h ∨ w = upperEnergy a b h := by
  have hs := halfGap_sq a b h
  constructor
  · intro hw
    have hp : (w - lowerEnergy a b h) * (w - upperEnergy a b h) = 0 := by
      unfold lowerEnergy upperEnergy
      linear_combination hw - hs
    rcases mul_eq_zero.mp hp with h1 | h1
    · exact Or.inl (sub_eq_zero.mp h1)
    · exact Or.inr (sub_eq_zero.mp h1)
  · rintro (h1 | h1)
    · rw [h1]
      unfold lowerEnergy
      linear_combination hs
    · rw [h1]
      unfold upperEnergy
      linear_combination hs

/-- For nonzero coupling the eigenvalues of the Hamiltonian are the solutions of the secular
equation, and `(w - b, h)` is then an eigenvector. -/
theorem eigenvalue_iff_secular {a b h : ℝ} (hh : h ≠ 0) (w : ℝ) :
    (IsEigenvalue (hamiltonian a b h) w ↔ (w - a) * (w - b) = h ^ 2) ∧
    ((w - a) * (w - b) = h ^ 2 →
      hamiltonian a b h *ᵥ ![w - b, h] = w • ![w - b, h]) := by
  have hvec : (w - a) * (w - b) = h ^ 2 →
      hamiltonian a b h *ᵥ ![w - b, h] = w • ![w - b, h] := by
    intro hw
    ext i
    fin_cases i
    · simp [hamiltonian, Matrix.mulVec, dotProduct, Fin.sum_univ_two]
      linear_combination -hw
    · simp [hamiltonian, Matrix.mulVec, dotProduct, Fin.sum_univ_two]
      ring
  refine ⟨⟨?_, fun hw => ⟨![w - b, h], ?_, hvec hw⟩⟩, hvec⟩
  · rintro ⟨v, hv0, hv⟩
    have e0 : a * v 0 + h * v 1 = w * v 0 := by
      simpa [hamiltonian, Matrix.mulVec, dotProduct, Fin.sum_univ_two] using congrFun hv 0
    have e1 : h * v 0 + b * v 1 = w * v 1 := by
      simpa [hamiltonian, Matrix.mulVec, dotProduct, Fin.sum_univ_two] using congrFun hv 1
    -- eliminating one component leaves the secular determinant times the other
    have k0 : ((w - a) * (w - b) - h ^ 2) * v 0 = 0 := by
      linear_combination -(w - b) * e0 - h * e1
    have k1 : ((w - a) * (w - b) - h ^ 2) * v 1 = 0 := by
      linear_combination -(w - a) * e1 - h * e0
    by_contra hne
    have hD : (w - a) * (w - b) - h ^ 2 ≠ 0 := sub_ne_zero.mpr hne
    apply hv0
    ext i
    fin_cases i
    · exact (mul_eq_zero.mp k0).resolve_left hD
    · exact (mul_eq_zero.mp k1).resolve_left hD
  · intro h0
    exact hh (by simpa using congrFun h0 1)

/-- For nonzero coupling the lower energy lies strictly below both bare energies and the upper
energy strictly above both. -/
theorem energies_outside {a b h : ℝ} (hh : h ≠ 0) :
    lowerEnergy a b h < min a b ∧ max a b < upperEnergy a b h := by
  have hpos : 0 < h ^ 2 := by positivity
  have k1 : (a - b) / 2 < halfGap a b h := by
    unfold halfGap
    apply Real.lt_sqrt_of_sq_lt
    linarith
  have k2 : (b - a) / 2 < halfGap a b h := by
    unfold halfGap
    apply Real.lt_sqrt_of_sq_lt
    nlinarith
  unfold lowerEnergy upperEnergy
  exact ⟨lt_min (by linarith) (by linarith), max_lt (by linarith) (by linarith)⟩

/-- For nonzero coupling the dressed equation has exactly two real solutions, one below both bare
energies and one above both, and its solutions are the eigenvalues of the Hamiltonian. -/
theorem dressed_equation_solutions {a b h : ℝ} (hh : h ≠ 0) :
    {w | IsDressedSolution a b h w} = {lowerEnergy a b h, upperEnergy a b h} ∧
    lowerEnergy a b h < min a b ∧ max a b < upperEnergy a b h ∧
    ∀ w, IsDressedSolution a b h w ↔ IsEigenvalue (hamiltonian a b h) w := by
  refine ⟨?_, (energies_outside hh).1, (energies_outside hh).2, fun w => ?_⟩
  · ext w
    simp only [Set.mem_ofPred_eq, Set.mem_insert_iff, Set.mem_singleton_iff]
    exact (dressed_iff_secular hh w).trans (secular_iff_energy a b h w)
  · exact (dressed_iff_secular hh w).trans (eigenvalue_iff_secular hh w).1.symm

/-- For nonzero coupling the weights of the single excitation at the two coupled energies sum to
one, and the mean energy taken with these weights is the bare single-excitation energy. -/
theorem singleWeight_sum_rules {a b h : ℝ} (hh : h ≠ 0) :
    singleWeight b h (lowerEnergy a b h) + singleWeight b h (upperEnergy a b h) = 1 ∧
    singleWeight b h (lowerEnergy a b h) * lowerEnergy a b h
      + singleWeight b h (upperEnergy a b h) * upperEnergy a b h = a := by
  have hs := halfGap_sq a b h
  have hP : (lowerEnergy a b h - b) * (upperEnergy a b h - b) = -h ^ 2 := by
    unfold lowerEnergy upperEnergy
    linear_combination (-1) * hs
  have hS : lowerEnergy a b h + upperEnergy a b h = a + b := by
    unfold lowerEnergy upperEnergy
    ring
  have hL := (lt_min_iff.mp (energies_outside (a := a) (b := b) hh).1).1
  have hU := (max_lt_iff.mp (energies_outside (a := a) (b := b) hh).2).1
  generalize lowerEnergy a b h = L at *
  generalize upperEnergy a b h = U at *
  have hne : U - L ≠ 0 := by
    have : 0 < U - L := by linarith
    exact this.ne'
  -- each weight is a ratio of energy differences
  have wL : singleWeight b h L = (b - L) / (U - L) := by
    unfold singleWeight
    rw [div_eq_div_iff (by positivity) hne]
    linear_combination (L - b) * hP
  have wU : singleWeight b h U = (U - b) / (U - L) := by
    unfold singleWeight
    rw [div_eq_div_iff (by positivity) hne]
    linear_combination (-(U - b)) * hP
  rw [wL, wU]
  constructor
  · rw [← add_div, div_eq_iff hne]
    ring
  · rw [div_mul_eq_mul_div, div_mul_eq_mul_div, ← add_div, div_eq_iff hne]
    linear_combination (U - L) * hS

/-- The splitting of the two coupled energies is at least `2|h|`, with equality exactly when the
bare energies coincide. -/
theorem splitting_bound (a b h : ℝ) :
    2 * |h| ≤ upperEnergy a b h - lowerEnergy a b h ∧
    (upperEnergy a b h - lowerEnergy a b h = 2 * |h| ↔ a = b) := by
  have hgap : upperEnergy a b h - lowerEnergy a b h = 2 * halfGap a b h := by
    unfold upperEnergy lowerEnergy
    ring
  rw [hgap]
  constructor
  · have h1 : |h| ≤ halfGap a b h := by
      unfold halfGap
      apply Real.abs_le_sqrt
      nlinarith [sq_nonneg ((a - b) / 2)]
    linarith
  · constructor
    · intro he
      have h1 : halfGap a b h = |h| := by linarith
      have hs := halfGap_sq a b h
      rw [h1, sq_abs] at hs
      have h2 : ((a - b) / 2) ^ 2 = 0 := by linarith
      have h3 : (a - b) / 2 = 0 := pow_eq_zero_iff two_ne_zero |>.mp h2
      linarith
    · intro hab
      have h1 : halfGap a b h = |h| := by
        rw [hab]
        simp [halfGap, Real.sqrt_sq_eq_abs]
      rw [h1]

/-- Without coupling the dressed equation has no solution other than the bare single-excitation
energy `a`, which solves it exactly when `a` differs from `b`. -/
theorem uncoupled_solution (a b w : ℝ) :
    IsDressedSolution a b 0 w ↔ w = a ∧ a ≠ b := by
  constructor
  · rintro ⟨hb, hw⟩
    have h1 : w = a := by simpa using hw
    exact ⟨h1, fun hab => hb (h1.trans hab)⟩
  · rintro ⟨h1, hab⟩
    exact ⟨fun hb => hab (h1.symm.trans hb), by simpa using h1⟩

end

end DressedDoubleExcitation
```

```lean
#print axioms DressedDoubleExcitation.dressed_equation_solutions
-- 'DressedDoubleExcitation.dressed_equation_solutions' depends on axioms: [propext, Classical.choice, Quot.sound]
#print axioms DressedDoubleExcitation.singleWeight_sum_rules
-- 'DressedDoubleExcitation.singleWeight_sum_rules' depends on axioms: [propext, Classical.choice, Quot.sound]
#print axioms DressedDoubleExcitation.splitting_bound
-- 'DressedDoubleExcitation.splitting_bound' depends on axioms: [propext, Classical.choice, Quot.sound]
#print axioms DressedDoubleExcitation.uncoupled_solution
-- 'DressedDoubleExcitation.uncoupled_solution' depends on axioms: [propext, Classical.choice, Quot.sound]
```

## Reading the theorems and their limits

`IsDressedSolution a b h w` is the dressed equation together with `w ≠ b`. That condition matters because Lean sets $h^2/0$ to zero and would otherwise accept $w=b$ when $a=b$. `hamiltonian` is $H$, with index 0 for the single excitation and index 1 for the double. `IsEigenvalue` asks for a nonzero real vector that the matrix scales by `w`. The names `halfGap`, `lowerEnergy`, `upperEnergy` and `singleWeight` stand for $g$, $L$, $U$ and $Z$.

The main theorem, `dressed_equation_solutions`, assumes only `h ≠ 0`. It states that the solution set is `{lowerEnergy a b h, upperEnergy a b h}`, places the two energies strictly outside the bare ones, and identifies solutions with eigenvalues for every real `w`. The strict inequalities also make the two members of the set distinct, which turns "these two" into "exactly two".

The proof follows the derivation:

- `dressed_iff_secular` removes and restores the fraction with `eq_div_iff`, after excluding the pole.
- `secular_iff_energy` uses `halfGap_sq`, the formula for $g^2$, to factorise the secular equation. Here `linear_combination` checks the polynomial identity.
- `eigenvalue_iff_secular` verifies the vector $(w-b,h)$ component by component. For the converse it forms the two products `k0` and `k1`; if the secular equation failed, both components of the eigenvector would vanish.
- `energies_outside` compares $g$ with $(a-b)/2$ and $(b-a)/2$ separately, which replaces the absolute value.

The main theorem chains these equivalences. `singleWeight_sum_rules` establishes $(L-b)(U-b)=-h^2$ and $L+U=a+b$, then treats $L$ and $U$ as plain numbers and rewrites each weight as a ratio of energy differences. `splitting_bound` reduces the splitting to $2g$ and needs no condition on `h`. `uncoupled_solution` treats `h = 0` directly.

The model is narrow. It has one single and one double excitation, real parameters that do not depend on $w$, and an equation written for the excitation energy itself, not for its square. With several singles or doubles the matrix grows and these root bounds no longer apply as stated. The file takes the dressed equation as given: it does not derive it from a density functional, nor does it say how to obtain $a$, $b$ and $h$ for a molecule. The theorems concern exact real numbers, so rounding error in an implementation needs its own analysis.
